# The first-order non-muffin-tin correction is an upper bound on the band-energy change in a finite orthonormal basis

## The sign of the error

A muffin-tin calculation replaces the crystal potential by one that is spherical inside the atomic spheres and flat between them. The neglected part can be restored to first order, by summing its expectation values over the occupied muffin-tin states. The result generally differs from the true change of band energy, and one would like to know in which direction.

For a fixed number of independent electrons that fill the lowest levels, with both potentials given in advance and the same finite basis used for both, the sign is known: the change, counted with its sign, never lies above the first-order correction. The same sum over the occupied states of the full Hamiltonian gives a lower bound. Both bounds hold for each structure separately; the error in a difference between two structures can still have either sign.

## Two bounds on the band energy

Let $H$ be the muffin-tin Hamiltonian and $W$ the non-muffin-tin part, both Hermitian matrices in the same finite orthonormal basis. For a Hermitian matrix $A$ with eigenvalues $a_i$, the band energy of $N$ electrons is
$$S_N(A)=\min_{|s|=N}\sum_{i\in s}a_i ,$$
where $s$ runs over sets of $N$ levels. Let $P$ and $Q$ project on $N$ lowest orthonormal eigenvectors of $H$ and $H+W$. Then
$$\mathrm{Tr}(QW)\le S_N(H+W)-S_N(H)\le \mathrm{Tr}(PW).$$

In Lean this is `nonMuffinTin_bounds`:

- The finite type `n` labels the basis states, each holding at most one electron; `hN` says that $N$ does not exceed their number.
- `bandEnergy` is $S_N$, and `expect P A` is the real part of $\mathrm{Tr}(PA)$.
- `spectral U e` is $U\,\mathrm{diag}(e)\,U^\dagger$.
- `IsLowestProjector A P N` says that, in some orthonormal eigenbasis of $A$, $P$ fills $N$ levels, none above an empty one. Any choice within a degenerate level at the Fermi edge is allowed. If $H$ has such a level, $\mathrm{Tr}(PW)$ can depend on the choice; its smallest value is the first-order term of perturbation theory, and the others are still upper bounds.

Non-orthogonal muffin-tin orbitals must first be orthonormalised. The model has no self-consistent response of the potential and no energy-dependent Hamiltonian.

## Trial states and overlaps

**Filling levels.** Let the levels have energies $e_i$, and let $s$ contain $N$ of them, none above a level outside it. Put $o_i=1$ in $s$ and $0$ elsewhere, and let $0\le w_i\le1$ with $\sum_i w_i=N$. Choose $\mu$ with $e_i\le\mu$ in $s$ and $e_i\ge\mu$ outside. Since $\sum_i(w_i-o_i)=0$,
$$\sum_i w_ie_i-\sum_{i\in s}e_i=\sum_i(w_i-o_i)(e_i-\mu)\ge0 .$$
In $s$ both factors are at most zero; outside, both are at least zero.

**Density matrices.** Let $A=U\,\mathrm{diag}(e)\,U^\dagger$ and $D=V\,\mathrm{diag}(f)\,V^\dagger$, with $U,V$ unitary, $0\le f_j\le1$ and $\sum_j f_j=N$. With $M=U^\dagger V$, cyclicity of the trace gives
$$\mathrm{Tr}(DA)=\mathrm{Tr}\big(M\,\mathrm{diag}(f)\,M^\dagger\mathrm{diag}(e)\big)=\sum_i w_ie_i,\qquad w_i=\sum_j f_j|M_{ij}|^2 .$$
$M$ is unitary, so its squared moduli sum to one along rows and columns. Rows give $0\le w_i\le1$; columns give $\sum_iw_i=\sum_jf_j=N$. Filling $s$ in the eigenbasis of $A$ itself means $M=1$ and energy $\sum_{i\in s}e_i$. A lowest-state projector therefore minimises $\mathrm{Tr}(DA)$.

**Band energy.** Take a set $t$ that attains the minimum in $S_N(A)$. Replacing $i\in t$ by $j\notin t$ changes the sum by $a_j-a_i$, which must be non-negative. So $t$ defines a lowest-state projector with energy $S_N(A)$. Any two such projectors minimise the same energy, so all have this value.

**The bounds.** Use $P$ as a trial state for $H+W$, and $Q$ for $H$:
$$S_N(H+W)\le\mathrm{Tr}\big(P(H+W)\big)=S_N(H)+\mathrm{Tr}(PW),$$
$$S_N(H)\le\mathrm{Tr}(QH)=S_N(H+W)-\mathrm{Tr}(QW).$$
If $P$ also projects on $N$ lowest states of $H+W$, we may take $Q=P$; the bounds coincide and the first-order correction is exact.

## The Lean file

```lean
import Mathlib

open Matrix

namespace NonMuffinTin

noncomputable section

variable {n : Type*} [Fintype n] [DecidableEq n]

/-- The matrix with real eigenvalues `e` in the basis formed by the columns of `U`,
when `U` is unitary. -/
def spectral (U : Matrix n n ℂ) (e : n → ℝ) : Matrix n n ℂ :=
  U * diagonal (fun i => (e i : ℂ)) * Uᴴ

/-- Occupation numbers: one for the levels in `s`, zero for all others. -/
def occ (s : Finset n) (i : n) : ℝ := if i ∈ s then 1 else 0

/-- The real part of `Tr (P A)`. -/
def expect (P A : Matrix n n ℂ) : ℝ := (trace (P * A)).re

/-- `P` projects on `N` lowest orthonormal eigenvectors of `A`: in some orthonormal eigenbasis,
`N` levels are filled and no filled level lies above an empty one. -/
def IsLowestProjector (A P : Matrix n n ℂ) (N : ℕ) : Prop :=
  ∃ (U : Matrix n n ℂ) (e : n → ℝ) (s : Finset n), U * Uᴴ = 1 ∧ A = spectral U e ∧
    s.card = N ∧ (∀ i ∈ s, ∀ j ∉ s, e i ≤ e j) ∧ P = spectral U (occ s)

/-- The band energy: the sum of the `N` lowest eigenvalues of a Hermitian matrix, written as the
least sum of eigenvalues over all choices of `N` levels. -/
def bandEnergy {A : Matrix n n ℂ} (hA : A.IsHermitian) {N : ℕ} (hN : N ≤ Fintype.card n) : ℝ :=
  (Finset.powersetCard N (Finset.univ : Finset n)).inf' (Finset.powersetCard_nonempty.2 hN)
    (fun s => ∑ i ∈ s, hA.eigenvalues i)

/-- If no level in `s` lies above a level outside `s`, filling `s` costs no more energy than any
occupations between zero and one with the same particle number. -/
theorem filling_le {e w : n → ℝ} {s : Finset n} (hlow : ∀ i ∈ s, ∀ j ∉ s, e i ≤ e j)
    (h0 : ∀ i, 0 ≤ w i) (h1 : ∀ i, w i ≤ 1) (hw : ∑ i, w i = (s.card : ℝ)) :
    ∑ i ∈ s, e i ≤ ∑ i, w i * e i := by
  -- a threshold energy separates filled from empty levels
  obtain ⟨μ, hlo, hhi⟩ : ∃ μ : ℝ, (∀ i ∈ s, e i ≤ μ) ∧ ∀ j ∉ s, μ ≤ e j := by
    rcases s.eq_empty_or_nonempty with rfl | hs
    · refine ⟨-∑ i, |e i|, by simp, fun j _ => ?_⟩
      have h : |e j| ≤ ∑ i, |e i| := Finset.single_le_sum (f := fun i => |e i|)
        (fun i _ => abs_nonneg (e i)) (Finset.mem_univ j)
      have h' := neg_abs_le (e j)

      linarith
    · obtain ⟨m, hm, hmax⟩ := s.exists_max_image e hs
      exact ⟨e m, hmax, hlow m hm⟩
  have key : 0 ≤ ∑ i, (w i - occ s i) * (e i - μ) := by
    refine Finset.sum_nonneg fun i _ => ?_
    by_cases hi : i ∈ s
    · simp only [occ, if_pos hi]
      nlinarith [mul_nonneg (sub_nonneg.2 (h1 i)) (sub_nonneg.2 (hlo i hi))]
    · simp only [occ, if_neg hi, sub_zero]
      exact mul_nonneg (h0 i) (sub_nonneg.2 (hhi i hi))
  have h2 : ∑ i, occ s i * e i = ∑ i ∈ s, e i := by simp [occ]
  have h3 : ∑ i, occ s i = (s.card : ℝ) := by simp [occ]
  have h4 : ∑ i, (w i - occ s i) * (e i - μ)
      = ∑ i, (w i * e i - occ s i * e i - μ * w i + μ * occ s i) :=
    Finset.sum_congr rfl fun i _ => by ring
  rw [h4, Finset.sum_add_distrib, Finset.sum_sub_distrib, Finset.sum_sub_distrib,
    ← Finset.mul_sum, ← Finset.mul_sum, h2, h3, hw] at key
  linarith

/-- The real part of the trace of the product of `spectral V f` and `spectral U e` is the sum of
`f j * e i` over all pairs, weighted by the squared modulus of the overlap of column `i` of `U` with
column `j` of `V`. -/
theorem expect_spectral (V U : Matrix n n ℂ) (f e : n → ℝ) :
    expect (spectral V f) (spectral U e)
      = ∑ i, (∑ j, f j * Complex.normSq ((Uᴴ * V) i j)) * e i := by
  have key : ∀ M : Matrix n n ℂ,
      trace (M * diagonal (fun i => (f i : ℂ)) * Mᴴ * diagonal (fun i => (e i : ℂ)))
        = ((∑ i, (∑ j, f j * Complex.normSq (M i j)) * e i : ℝ) : ℂ) := by
    intro M
    simp only [Complex.ofReal_sum, Complex.ofReal_mul, trace, diag_apply, mul_diagonal]
    refine Finset.sum_congr rfl fun i _ => ?_
    rw [Matrix.mul_apply]
    congr 1
    refine Finset.sum_congr rfl fun j _ => ?_
    rw [mul_diagonal, conjTranspose_apply, ← Complex.mul_conj, ← starRingEnd_apply]
    ring
  -- the trace is cyclic, so only the overlap matrix enters
  have cyc : trace (spectral V f * spectral U e)
      = trace ((Uᴴ * V) * diagonal (fun i => (f i : ℂ)) * (Uᴴ * V)ᴴ
          * diagonal (fun i => (e i : ℂ))) := by
    unfold spectral
    calc _ = trace ((V * diagonal (fun i => (f i : ℂ)) * Vᴴ * U
            * diagonal (fun i => (e i : ℂ))) * Uᴴ) := by simp only [Matrix.mul_assoc]
      _ = trace (Uᴴ * (V * diagonal (fun i => (f i : ℂ)) * Vᴴ * U
            * diagonal (fun i => (e i : ℂ)))) := trace_mul_comm _ _
      _ = _ := by
        simp only [conjTranspose_mul, conjTranspose_conjTranspose, Matrix.mul_assoc]
  rw [expect, cyc, key, Complex.ofReal_re]

/-- The squared moduli of the entries of a unitary matrix sum to one along each row and column. -/
theorem overlap_sums {M : Matrix n n ℂ} (hM : M * Mᴴ = 1) :
    (∀ i, ∑ j, Complex.normSq (M i j) = 1) ∧ ∀ j, ∑ i, Complex.normSq (M i j) = 1 := by
  have row : ∀ K : Matrix n n ℂ, K * Kᴴ = 1 → ∀ i, ∑ j, Complex.normSq (K i j) = 1 := by
    intro K hK i
    have h := congrFun (congrFun hK i) i
    rw [Matrix.mul_apply, one_apply_eq] at h
    apply Complex.ofReal_injective
    rw [Complex.ofReal_sum, Complex.ofReal_one]
    refine Eq.trans (Finset.sum_congr rfl fun j _ => ?_) h
    rw [conjTranspose_apply, ← starRingEnd_apply, Complex.mul_conj]
  refine ⟨row M hM, fun j => ?_⟩
  have h := row Mᴴ (by rw [conjTranspose_conjTranspose]; exact mul_eq_one_comm.1 hM) j
  simpa [conjTranspose_apply, Complex.normSq_apply] using h

/-- Filling the levels `s` of an orthonormal eigenbasis gives the sum of their eigenvalues. -/
theorem expect_filled {U : Matrix n n ℂ} (hU : U * Uᴴ = 1) (e : n → ℝ) (s : Finset n) :
    expect (spectral U (occ s)) (spectral U e) = ∑ i ∈ s, e i := by
  rw [expect_spectral, mul_eq_one_comm.1 hU]
  simp [Matrix.one_apply, apply_ite Complex.normSq, occ]

/-- Variational principle: a projector on `N` lowest states has the least energy among all density
matrices with occupations between zero and one and particle number `N`. -/
theorem variational {A P V : Matrix n n ℂ} {N : ℕ} {f : n → ℝ} (hP : IsLowestProjector A P N)
    (hV : V * Vᴴ = 1) (h0 : ∀ i, 0 ≤ f i) (h1 : ∀ i, f i ≤ 1) (hf : ∑ i, f i = (N : ℝ)) :
    expect P A ≤ expect (spectral V f) A := by
  obtain ⟨U, e, s, hU, rfl, hs, hlow, rfl⟩ := hP
  have hM : (Uᴴ * V) * (Uᴴ * V)ᴴ = 1 := by
    rw [conjTranspose_mul, conjTranspose_conjTranspose, Matrix.mul_assoc,
      ← Matrix.mul_assoc V, hV, Matrix.one_mul]
    exact mul_eq_one_comm.1 hU
  obtain ⟨hrow, hcol⟩ := overlap_sums hM
  rw [expect_filled hU, expect_spectral]
  refine filling_le hlow (fun i => ?_) (fun i => ?_) ?_
  · exact Finset.sum_nonneg fun j _ => mul_nonneg (h0 j) (Complex.normSq_nonneg _)
  · exact le_trans (Finset.sum_le_sum fun j _ =>
      mul_le_of_le_one_left (Complex.normSq_nonneg _) (h1 j)) (hrow i).le
  · rw [Finset.sum_comm]
    simp only [← Finset.mul_sum, hcol, mul_one]
    rw [hf, hs]

/-- The projector on `N` lowest states of another matrix `B` is a trial state for `A`, and its
energy is no lower than that of `N` lowest states of `A`. -/
theorem trial_state {A B P Q : Matrix n n ℂ} {N : ℕ} (hP : IsLowestProjector A P N)
    (hQ : IsLowestProjector B Q N) : expect P A ≤ expect Q A := by
  obtain ⟨V, _, t, hV, _, ht, _, rfl⟩ := hQ
  refine variational hP hV (fun i => ?_) (fun i => ?_) (by simp [occ, ht])
  · unfold occ; split_ifs <;> norm_num
  · unfold occ; split_ifs <;> norm_num

/-- Every Hermitian matrix has a projector on `N` lowest states whose energy is the band energy,
for `N` up to the dimension. -/
theorem exists_lowestProjector {A : Matrix n n ℂ} (hA : A.IsHermitian) {N : ℕ}
    (hN : N ≤ Fintype.card n) :
    ∃ P, IsLowestProjector A P N ∧ expect P A = bandEnergy hA hN := by
  obtain ⟨t, ht, hmin⟩ := Finset.exists_mem_eq_inf' (Finset.powersetCard_nonempty.2 hN)
    (fun s : Finset n => ∑ i ∈ s, hA.eigenvalues i)
  have hcard : t.card = N := (Finset.mem_powersetCard.1 ht).2
  have hU : (hA.eigenvectorUnitary : Matrix n n ℂ) * (hA.eigenvectorUnitary : Matrix n n ℂ)ᴴ = 1 :=
    mem_unitaryGroup_iff.1 hA.eigenvectorUnitary.2
  have hspec : A = spectral (hA.eigenvectorUnitary : Matrix n n ℂ) hA.eigenvalues := by
    have h := hA.spectral_theorem
    rw [Unitary.conjStarAlgAut_apply] at h
    exact h
  refine ⟨spectral (hA.eigenvectorUnitary : Matrix n n ℂ) (occ t),
    ⟨_, _, t, hU, hspec, hcard, fun i hi j hj => ?_, rfl⟩, ?_⟩
  · -- moving a particle from level i to level j cannot lower the minimal sum
    have hj' : j ∉ t.erase i := fun h => hj (Finset.mem_of_mem_erase h)
    have hmem : insert j (t.erase i) ∈ Finset.powersetCard N (Finset.univ : Finset n) := by
      rw [Finset.mem_powersetCard]
      refine ⟨Finset.subset_univ _, ?_⟩
      rw [Finset.card_insert_of_notMem hj', Finset.card_erase_add_one hi, hcard]
    have hle := Finset.inf'_le (fun s : Finset n => ∑ i ∈ s, hA.eigenvalues i) hmem
    rw [hmin, Finset.sum_insert hj'] at hle
    have hsum := Finset.sum_erase_add t hA.eigenvalues hi
    linarith
  · have h := expect_filled hU hA.eigenvalues t
    rw [← hspec] at h
    exact h.trans hmin.symm

/-- Every projector on `N` lowest states of a Hermitian matrix has the band energy as its
energy. -/
theorem expect_eq_bandEnergy {A P : Matrix n n ℂ} (hA : A.IsHermitian) {N : ℕ}
    (hN : N ≤ Fintype.card n) (hP : IsLowestProjector A P N) :
    expect P A = bandEnergy hA hN := by
  obtain ⟨R, hR, hE⟩ := exists_lowestProjector hA hN
  rw [← hE]
  exact le_antisymm (trial_state hP hR) (trial_state hR hP)

/-- For Hermitian `H` and `W`, the change of band energy from `H` to `H + W` is at most the
first-order correction with `N` lowest states of `H`, and at least the expectation value of `W`
in `N` lowest states of `H + W`. -/
theorem nonMuffinTin_bounds {H W P Q : Matrix n n ℂ} (hH : H.IsHermitian) (hW : W.IsHermitian)
    {N : ℕ} (hN : N ≤ Fintype.card n) (hP : IsLowestProjector H P N)
    (hQ : IsLowestProjector (H + W) Q N) :
    expect Q W ≤ bandEnergy (hH.add hW) hN - bandEnergy hH hN ∧
      bandEnergy (hH.add hW) hN - bandEnergy hH hN ≤ expect P W := by
  have split : ∀ R : Matrix n n ℂ, expect R (H + W) = expect R H + expect R W := fun R => by
    simp only [expect, Matrix.mul_add, trace_add, Complex.add_re]
  rw [← expect_eq_bandEnergy hH hN hP, ← expect_eq_bandEnergy (hH.add hW) hN hQ]
  -- each projector serves as trial state for the other Hamiltonian
  have h1 := trial_state hP hQ
  have h2 := trial_state hQ hP
  rw [split Q, split P] at h2
  rw [split Q]
  constructor <;> linarith

/-- For Hermitian `H` and `W`, the first-order correction is exact if `P` projects on `N` lowest
states of both `H` and `H + W`. -/
theorem correction_exact {H W P : Matrix n n ℂ} (hH : H.IsHermitian) (hW : W.IsHermitian)
    {N : ℕ} (hN : N ≤ Fintype.card n) (hP : IsLowestProjector H P N)
    (hP' : IsLowestProjector (H + W) P N) :
    bandEnergy (hH.add hW) hN - bandEnergy hH hN = expect P W :=
  le_antisymm (nonMuffinTin_bounds hH hW hN hP hP').2 (nonMuffinTin_bounds hH hW hN hP hP').1

end

end NonMuffinTin
```

```lean
#print axioms NonMuffinTin.nonMuffinTin_bounds
#print axioms NonMuffinTin.correction_exact
```

```
'NonMuffinTin.nonMuffinTin_bounds' depends on axioms: [propext, Classical.choice, Quot.sound]
'NonMuffinTin.correction_exact' depends on axioms: [propext, Classical.choice, Quot.sound]
```

## From threshold energy to band energy

`filling_le` constructs $\mu$ as the highest filled level, or as a number that no level lies below when $s$ is empty. It checks the product's sign level by level, then expands the sum.

In `expect_spectral`, `cyc` rotates the trace and `key` evaluates it. `overlap_sums` reads the row sums from the diagonal of $MM^\dagger=1$ and applies the same argument to $M^\dagger$ for the columns. `expect_filled` treats the case $M=1$.

`variational` passes the weights $w_i$ to `filling_le`; `Finset.sum_comm` exchanges the sums to count particles. `trial_state` specialises to occupations zero and one.

`exists_lowestProjector` combines Mathlib's spectral theorem with the exchange argument, where `insert j (t.erase i)` is the altered set. `expect_eq_bandEnergy` compares two projectors in both directions.

In `nonMuffinTin_bounds`, `split` separates the expectation values of $H$ and $W$, and `linarith` rearranges the two trial-state inequalities. `correction_exact` applies both bounds with $Q=P$.
